# Every bond of a non-crossing pairing joins an even site to an odd site

Four sites 0, 1, 2, 3 on a ring admit three pairings. Here a bond encloses the sites whose numbers lie between those of its two ends. In (0 1)(2 3) no bond encloses a site. In (0 3)(1 2) the bond 0–3 encloses sites 1 and 2, which pair with each other, so its ends differ by 3. In (0 2)(1 3) the bond 0–2 encloses site 1 alone, whose partner lies outside; the bonds cross and join equal parities.

## Parity rule and two amplitude relations

Let p(i) be the partner of site i in 0, …, N−1, with p(p(i)) = i and p(i) ≠ i. The pairing is non-crossing (a Rumer diagram) if no sites a, b satisfy a < b < p(a) < p(b). Then

a even ⇔ p(a) odd

For spin-½ configurations s, let σ(↑,↓) = 1, σ(↓,↑) = −1 and σ = 0 for parallel spins. The singlet product has amplitude

A(s) = ∏ over i < p(i) of σ(sᵢ, sₚ₍ᵢ₎)

Let s⁰ be the Néel configuration (↑ on even sites, ↓ on odd) and M(s) the product of −1 over down spins on even sites. For a non-crossing pairing,

A(s⁰)² = 1

A(s⁰) · M(s) · A(s) ≥ 0

With n = N/2 bonds the normalised amplitudes are A(s)/2^(n/2). For N = 2, A(s⁰) = 1 and the normalised Néel amplitude is 1/√2; for N = 0 all products are empty and equal 1.

## Use in valence-bond codes

For an even ring numbered consecutively, parity labels the sublattice, so a spin-only code can store each Rumer structure as n odd partners of the even sites, and can fix its overall sign by A(s⁰), which never vanishes. Testing that every bond joins opposite parities catches some crossings, since a pairing that fails the test, such as (0 2)(1 3), must cross. It does not catch all of them: (0 3)(1 4)(2 5) passes the test and crosses.

Reference values for (0 3)(1 2), where A(s) = σ(s₀,s₃) σ(s₁,s₂):

↑↓↑↓: A = −1, M = +1

↓↑↓↑: A = −1, M = +1

↑↑↓↓: A = +1, M = −1

↓↓↑↑: A = +1, M = −1

Here A(s⁰) = −1, so each triple product is +1. The other twelve amplitudes vanish; normalised values are ±1/2.

## From enclosed sites to signs

1. Take a < b < p(a). If p(b) = a then b = p(a), and if p(b) = p(a) then b = a; both are excluded. If p(b) < a, then p(b) < a < b < p(a) is a crossing. If p(b) > p(a), then a < b < p(a) < p(b) is one. Hence a < p(b) < p(a).
2. A set containing the partner of each member splits into pairs, so its size is even.
3. A bond c < p(c) encloses p(c) − c − 1 sites. By steps 1 and 2 this number is even, so c + p(c) is odd.
4. For any site factors f, ∏ f(i) over sites equals ∏ f(i) f(p(i)) over i < p(i), since p maps upper ends one-to-one onto lower ends.
5. Let a bond have even end e and odd end o, with ε = +1 if e is the lower end and −1 otherwise. Its factor in A(s) is ε σ(sₑ, sₒ), and in A(s⁰) it is ε, giving A(s⁰)² = 1. By step 4 its factor in M(s) is −1 if sₑ = ↓ and 1 otherwise. The triple product therefore receives ε²·1·1 = 1 for (sₑ, sₒ) = ↑↓, ε²·(−1)(−1) = 1 for ↓↑, and 0 for parallel spins.

```lean
import Mathlib

open Finset

namespace RumerSublattice

/-- A perfect pairing of the sites `0, …, N-1`: every site has a partner different from
itself, and the partner of the partner is the site itself. -/
structure Pairing (N : ℕ) where
  partner : Fin N → Fin N
  invol : ∀ i, partner (partner i) = i
  no_fix : ∀ i, partner i ≠ i

variable {N : ℕ}

/-- Rumer's condition: no two bonds `a–c` and `b–d` interleave as `a < b < c < d`. -/
def NonCrossing (P : Pairing N) : Prop :=
  ∀ a b, ¬ (a < b ∧ b < P.partner a ∧ P.partner a < P.partner b)

/-- The lower-numbered ends of the bonds, one site for each bond. -/
def leftEnds (P : Pairing N) : Finset (Fin N) :=
  univ.filter (fun i => i < P.partner i)

/-- Unnormalised singlet amplitude `αβ - βα` of two spins (`true` is up, `false` is down). -/
def singlet : Bool → Bool → ℤ
  | true, false => 1
  | false, true => -1
  | true, true => 0
  | false, false => 0

/-- Amplitude of the spin configuration `s` in the product of singlets on the bonds, each
bond oriented from its lower to its higher site. -/
def amplitude (P : Pairing N) (s : Fin N → Bool) : ℤ :=
  ∏ i ∈ leftEnds P, singlet (s i) (s (P.partner i))

/-- The Néel configuration: spin up on even sites, spin down on odd sites. -/
def neel (N : ℕ) : Fin N → Bool := fun i => decide (Even i.val)

/-- The factor `-1` for a down spin on an even site, `1` otherwise. -/
def siteSign (s : Fin N → Bool) (i : Fin N) : ℤ :=
  if Even i.val ∧ s i = false then -1 else 1

/-- The Marshall sign of a configuration: a factor `-1` for each down spin on an even site. -/
def marshallSign (s : Fin N → Bool) : ℤ := ∏ i, siteSign s i

/-- In a non-crossing pairing, a site strictly inside a bond has its partner strictly inside
the same bond. -/
theorem interior_closed {P : Pairing N} (h : NonCrossing P) {a b : Fin N}
    (hab : a < b) (hb : b < P.partner a) :
    a < P.partner b ∧ P.partner b < P.partner a := by
  constructor
  · rcases lt_trichotomy a (P.partner b) with h1 | h1 | h1
    · exact h1
    · exact absurd ((congrArg P.partner h1).trans (P.invol b)) hb.ne'
    · -- leaving to the left would cross the bond
      exfalso
      refine h (P.partner b) a ⟨h1, ?_, ?_⟩
      · rw [P.invol b]; exact hab
      · rw [P.invol b]; exact hb
  · rcases lt_trichotomy (P.partner b) (P.partner a) with h1 | h1 | h1
    · exact h1
    · have h2 := congrArg P.partner h1
      rw [P.invol b, P.invol a] at h2
      exact absurd h2 hab.ne'
    · -- leaving to the right would cross the bond
      exact absurd ⟨hab, hb, h1⟩ (h a b)

/-- A set of sites that contains the partner of each of its members has an even number
of sites. -/
theorem even_card_of_closed (P : Pairing N) (s : Finset (Fin N))
    (hs : ∀ a ∈ s, P.partner a ∈ s) : Even s.card := by
  -- counted modulo two, each bond contributes 1 + 1 = 0
  have h0 : ∑ _x ∈ s, (1 : ZMod 2) = 0 :=
    Finset.sum_involution (fun a _ => P.partner a)
      (fun _ _ => (by decide : (1 + 1 : ZMod 2) = 0)) (fun a _ _ => P.no_fix a)
      (fun a ha => hs a ha) (fun a _ => P.invol a)
  rw [Finset.sum_const, nsmul_eq_mul, mul_one] at h0
  exact even_iff_two_dvd.2 ((CharP.cast_eq_zero_iff (ZMod 2) 2 _).1 h0)

/-- In a non-crossing pairing the number of sites above `a` and below its partner is even. -/
theorem enclosed_even {P : Pairing N} (h : NonCrossing P) (a : Fin N) :
    Even (Finset.Ioo a (P.partner a)).card := by
  refine even_card_of_closed P _ (fun b hb => ?_)
  rw [Finset.mem_Ioo] at hb ⊢
  exact interior_closed h hb.1 hb.2

/-- Every bond of a non-crossing pairing joins opposite sublattices: a site is even exactly
when its partner is odd. -/
theorem opposite_sublattices {P : Pairing N} (h : NonCrossing P) (a : Fin N) :
    Even a.val ↔ Odd (P.partner a).val := by
  -- an even number of enclosed sites means that the ends differ by an odd number
  have key : ∀ c : Fin N, c < P.partner c → ((P.partner c).val + c.val) % 2 = 1 := by
    intro c hc
    have h1 := enclosed_even h c
    rw [Fin.card_Ioo, Nat.even_iff] at h1
    have h2 : c.val < (P.partner c).val := hc
    omega
  rw [Nat.even_iff, Nat.odd_iff]
  rcases lt_or_gt_of_ne (P.no_fix a) with h1 | h1
  · have h2 := key (P.partner a) (by rw [P.invol a]; exact h1)
    rw [P.invol a] at h2
    omega
  · have h2 := key a h1
    omega

/-- A product over all sites equals the product over bonds of the factors at both ends. -/
theorem prod_sites_eq_prod_bonds (P : Pairing N) (f : Fin N → ℤ) :
    ∏ i, f i = ∏ i ∈ leftEnds P, f i * f (P.partner i) := by
  -- the pairing maps the upper ends one-to-one onto the lower ends
  have h2 : ∏ i ∈ univ.filter (fun i => ¬ i < P.partner i), f i
      = ∏ i ∈ leftEnds P, f (P.partner i) := by
    refine Finset.prod_nbij' P.partner P.partner (fun a ha => ?_) (fun a ha => ?_)
      (fun a _ => P.invol a) (fun a _ => P.invol a)
      (fun a _ => (congrArg f (P.invol a)).symm)
    · simp only [leftEnds, mem_filter, mem_univ, true_and] at ha ⊢
      rw [P.invol a]
      exact lt_of_le_of_ne (not_lt.1 ha) (P.no_fix a)
    · simp only [leftEnds, mem_filter, mem_univ, true_and] at ha ⊢
      rw [P.invol a]
      exact not_lt.2 ha.le
  rw [Finset.prod_mul_distrib, ← h2]
  exact (Finset.prod_filter_mul_prod_filter_not univ (fun i => i < P.partner i) f).symm

/-- In every Rumer structure the Néel configuration has amplitude of square one. -/
theorem neel_amplitude_sq {P : Pairing N} (h : NonCrossing P) :
    amplitude P (neel N) ^ 2 = 1 := by
  unfold amplitude
  rw [← Finset.prod_pow]
  refine Finset.prod_eq_one (fun i _ => ?_)
  have hp := opposite_sublattices h i
  by_cases he : Even i.val
  · have ho : ¬ Even (P.partner i).val := Nat.not_even_iff_odd.2 (hp.1 he)
    simp [neel, singlet, he, ho]
  · have ho : Even (P.partner i).val := by
      by_contra hc
      exact he (hp.2 (Nat.not_even_iff_odd.1 hc))
    simp [neel, singlet, he, ho]

/-- Marshall sign structure of a Rumer state: the amplitude of any configuration times its
Marshall sign has a non-negative product with the Néel amplitude. -/
theorem marshall_sign {P : Pairing N} (h : NonCrossing P) (s : Fin N → Bool) :
    0 ≤ amplitude P (neel N) * (marshallSign s * amplitude P s) := by
  unfold amplitude marshallSign
  rw [prod_sites_eq_prod_bonds P (siteSign s), ← Finset.prod_mul_distrib,
    ← Finset.prod_mul_distrib]
  refine Finset.prod_nonneg (fun i _ => ?_)
  -- bond by bond: exactly one end is even, and its sign undoes the spin flip
  have hp := opposite_sublattices h i
  by_cases he : Even i.val
  · have ho : ¬ Even (P.partner i).val := Nat.not_even_iff_odd.2 (hp.1 he)
    cases hs : s i <;> cases ht : s (P.partner i) <;>
      simp [neel, singlet, siteSign, he, ho, hs, ht]
  · have ho : Even (P.partner i).val := by
      by_contra hc
      exact he (hp.2 (Nat.not_even_iff_odd.1 hc))
    cases hs : s i <;> cases ht : s (P.partner i) <;>
      simp [neel, singlet, siteSign, he, ho, hs, ht]

/-- The nested pairing `i ↔ 2n - 1 - i` of `2n` sites. -/
def rainbow (n : ℕ) : Pairing (2 * n) where
  partner := Fin.rev
  invol := Fin.rev_rev
  no_fix := by
    intro i hi
    have h1 := congrArg Fin.val hi
    rw [Fin.val_rev] at h1
    have h2 := i.isLt
    omega

/-- The nested pairing of `2n` sites is non-crossing. -/
theorem rainbow_witness (n : ℕ) : NonCrossing (rainbow n) := by
  rintro a b ⟨h1, _, h3⟩
  have h4 : Fin.rev a < Fin.rev b := h3
  exact lt_asymm h1 (Fin.rev_lt_rev.1 h4)

/-- The pairing `(0 2)(1 3)` of four sites. -/
def crossedFour : Pairing 4 where
  partner := ![2, 3, 0, 1]
  invol := by decide
  no_fix := by decide

/-- The pairing `(0 2)(1 3)` crosses, and each of its bonds joins sites of equal parity. -/
theorem crossedFour_same_sublattice :
    ¬ NonCrossing crossedFour ∧ ∀ a, (crossedFour.partner a).val % 2 = a.val % 2 :=
  ⟨fun h => h 0 1 ⟨by decide, by decide, by decide⟩, by decide⟩

/-- The pairing `(0 3)(1 4)(2 5)` of opposite sites of a six-membered ring. -/
def paraSix : Pairing 6 where
  partner := ![3, 4, 5, 0, 1, 2]
  invol := by decide
  no_fix := by decide

/-- The pairing `(0 3)(1 4)(2 5)` joins sites of opposite parity in every bond and yet
crosses. -/
theorem paraSix_opposite_but_crossing :
    (∀ a, (paraSix.partner a).val % 2 ≠ a.val % 2) ∧ ¬ NonCrossing paraSix :=
  ⟨by decide, fun h => h 0 1 ⟨by decide, by decide, by decide⟩⟩

end RumerSublattice
```
```lean
#print axioms RumerSublattice.opposite_sublattices
-- 'RumerSublattice.opposite_sublattices' depends on axioms: [propext, Classical.choice, Quot.sound]
#print axioms RumerSublattice.marshall_sign
-- 'RumerSublattice.marshall_sign' depends on axioms: [propext, Classical.choice, Quot.sound]
#print axioms RumerSublattice.crossedFour_same_sublattice
-- 'RumerSublattice.crossedFour_same_sublattice' depends on axioms: [propext]
#print axioms RumerSublattice.paraSix_opposite_but_crossing
-- 'RumerSublattice.paraSix_opposite_but_crossing' depends on axioms: [propext]
```

## Lean objects and lemmas

`Pairing N` carries p as `partner`, with `invol` and `no_fix` as its two conditions. Spins are `Bool` with `true` up; `singlet`, `amplitude`, `neel` and `marshallSign` are σ, A, s⁰ and M, and `leftEnds` holds the sites with i < p(i).

`interior_closed` is step 1, with `lt_trichotomy` supplying the cases. `even_card_of_closed` sums 1 in `ZMod 2`, where `Finset.sum_involution` cancels 1 + 1 = 0 per pair. `enclosed_even` applies it to `Finset.Ioo a (P.partner a)`. `opposite_sublattices` counts that interval by `Fin.card_Ioo` and applies `key` to whichever of a and p(a) is lower. `prod_sites_eq_prod_bonds` is step 4 through the bijection in `Finset.prod_nbij'`. `neel_amplitude_sq` and `marshall_sign` reduce to one bond, by `Finset.prod_eq_one` and `Finset.prod_nonneg`, and split on the parity of the lower end; `marshall_sign` then splits on both spins.

`rainbow_witness` shows that i ↔ 2n−1−i is non-crossing for every n. `crossedFour_same_sublattice` shows that the parity rule can fail once bonds cross, and `paraSix_opposite_but_crossing` refutes the converse.

## Scope: one singlet product, parity of the index

The theorems hold for every N and every non-crossing pairing, in exact integer arithmetic. The ring enters only through the order of the indices: chords between points on a circle cross exactly when their ends interleave. No lattice graph is defined, so on other geometries a code must confirm that index parity matches its sublattices. Non-crossing is assumed of the input pairing.

`marshall_sign` concerns a single unnormalised singlet product. Marshall's rule for the ground state of a bipartite Heisenberg antiferromagnet needs a Hamiltonian, and the file has none. Total spin, orbital parts, fermionic antisymmetry, and completeness or independence of the Rumer structures are not treated. The reference values, normalisation factors and storage advice above are ordinary reasoning alongside the theorems, not statements in the file.
